# Gaunt exchange in a shared scalar basis: the large and small density blocks trade places, and each block M becomes 2 tr(M) 1 − M

## Why does the small-small density end up in my large-large exchange block?

When I add Gaunt exchange to a four-component Fock matrix, I loop over the two-electron integrals and, for each one, add a spin-transformed block of the density to a block of the matrix. For Coulomb exchange the large-large density goes into the large-large block unchanged. For Gaunt exchange my code puts the small-small density there, and the factor seems to depend on the density: a block proportional to the unit matrix comes back multiplied by 3, while a traceless one comes back multiplied by −1. The direct Gaunt term, meanwhile, puts nothing at all in the large-large block. Can all of this be right, and does it rely on the density being Hermitian?

## Each α_k changes large into small on its own side of the density

It is all right, and Hermiticity plays no part. The two factors come from one linear map on 2 by 2 matrices:

f(M) = 2 tr(M) 1 − M

If M = m 1, then f(M) = 4m 1 − m 1 = 3M. If tr(M) = 0, then f(M) = −M.

### From the interaction to the spin blocks

In atomic units, the Gaunt interaction between electrons 1 and 2 is −α(1)·α(2)/r₁₂. Expand the occupied spinors in scalar functions χ_κ with four-component coefficients c_κ. The density is then a family of 4 by 4 matrices D_κl, the sum of c_κ c_l† over occupied spinors. Write

(μκ|lν) = ∫∫ χ_μ(1)* χ_κ(1) χ_l(2)* χ_ν(2) / r₁₂

Leaving out the overall minus sign of the interaction, the exchange and direct matrices are

K_μν = Σ_κl (μκ|lν) Σ_k α_k D_κl α_k

J_μν = Σ_κl (μν|lκ) Σ_k tr(α_k D_κl) α_k

With that sign restored, the Fock matrix receives −J + K.

Now fix one pair κ, l and call its matrix D. Order the components as large (L), then small (S), and write matrices row by row, with semicolons between rows:

D = (D_LL, D_LS; D_SL, D_SS)

α_k = (0, σ_k; σ_k, 0)

Here σ_k is a Pauli matrix. Multiplying from the left exchanges the rows of blocks:

α_k D = (σ_k D_SL, σ_k D_SS; σ_k D_LL, σ_k D_LS)

Multiplying from the right exchanges the columns:

α_k D α_k = (σ_k D_SS σ_k, σ_k D_SL σ_k; σ_k D_LS σ_k, σ_k D_LL σ_k)

This is where D_SS enters the LL block. It remains to sum σ_k M σ_k over the three directions. For M = (a, b; c, d),

σ_x M σ_x = (d, c; b, a)

σ_y M σ_y = (d, −c; −b, a)

σ_z M σ_z = (a, −b; −c, d)

The sum is (a + 2d, −b; −c, 2a + d), which is 2(a + d) 1 − M = f(M). The LL, LS, SL and SS blocks of Σ_k α_k D α_k are therefore f(D_SS), f(D_SL), f(D_LS) and f(D_LL).

For the direct term, the trace of α_k D is the sum of the traces of its diagonal blocks:

tr(α_k D) = tr(σ_k D_SL) + tr(σ_k D_LS) = tr(σ_k (D_LS + D_SL))

Set N = D_LS + D_SL and now let a, b, c, d be the entries of N. The three traces are b + c for x, i(b − c) for y and a − d for z. Multiplying each by its Pauli matrix and adding gives

Σ_k tr(σ_k N) σ_k = (a − d, 2b; 2c, d − a) = 2N − tr(N) 1

Since α_k has only off-diagonal blocks, this matrix appears in the LS and SL blocks of the direct term, and the LL and SS blocks are zero. Block matrices are added and scaled block by block, so weighting both formulas with integrals and summing over κ and l gives the blocks of K and J.

For a spinor built on a single basis function, the exchange contraction tr(D Σ_k α_k D α_k) should equal the direct contraction Σ_k tr(α_k D)², and it does. Let D = u wᵀ, with w the complex conjugate of u in the physical case. By cyclicity, tr(D α_k D α_k) = tr((α_k D)²). Since α_k D = (α_k u) wᵀ has rank at most one, the trace of its square is the square of its trace, (wᵀ α_k u)². Summed over k, exchange equals direct, and an electron doesn't interact with its own current.

### One spinor with numbers

Take the normalised spinor (0.8, 0, 0, 0.6), with an exaggerated small component to keep the numbers readable. Its density blocks are

D_LL = (0.64, 0; 0, 0)

D_LS = (0, 0.48; 0, 0)

D_SL = (0, 0; 0.48, 0)

D_SS = (0, 0; 0, 0.36)

The exchange blocks follow from f:

LL: f(D_SS) = (0.72, 0; 0, 0.36)

LS: f(D_SL) = (0, 0; −0.48, 0)

SL: f(D_LS) = (0, −0.48; 0, 0)

SS: f(D_LL) = (0.64, 0; 0, 1.28)

The current has only an x component, tr(α_x D) = 0.48 + 0.48 = 0.96, so the direct contraction is 0.96² = 0.9216. In the exchange contraction the LL and SS blocks contribute 0.64 · 0.72 + 0.36 · 1.28 = 0.4608 + 0.4608 = 0.9216, and the off-diagonal blocks contribute nothing. The two agree.

### The same formulas in Lean

```lean
import Mathlib

open Matrix

namespace GauntGaussianBasis

noncomputable section

/-- Complex 2 by 2 matrices, acting on the spin of one component (large or small). -/
abbrev Mat2 := Matrix (Fin 2) (Fin 2) ℂ

/-- Complex 4 by 4 matrices on Dirac spinors, with the large component first. -/
abbrev Mat4 := Matrix (Fin 2 ⊕ Fin 2) (Fin 2 ⊕ Fin 2) ℂ

/-- The three Pauli matrices. -/
def pauli : Fin 3 → Mat2 :=
  ![!![0, 1; 1, 0], !![0, -Complex.I; Complex.I, 0], !![1, 0; 0, -1]]

/-- The Dirac matrices `α_k`, which couple the large and small components through `σ_k`. -/
def alpha (k : Fin 3) : Mat4 := fromBlocks 0 (pauli k) (pauli k) 0

/-- The spin map `f(M) = 2 tr(M) 1 - M`. -/
def exchangeMap (M : Mat2) : Mat2 := (2 * trace M) • (1 : Mat2) - M

/-- The spin map `h(N) = 2 N - tr(N) 1`. -/
def directMap (N : Mat2) : Mat2 := (2 : ℂ) • N - trace N • (1 : Mat2)

/-- Gaunt exchange matrix in a scalar basis shared by all four components, without the overall
sign of the interaction; `g μ κ l ν` is the two-electron integral `(μκ|lν)`. -/
def gauntExchange {ι : Type*} [Fintype ι] (g : ι → ι → ι → ι → ℂ) (D : ι → ι → Mat4)
    (μ ν : ι) : Mat4 :=
  ∑ κ, ∑ l, g μ κ l ν • ∑ k, alpha k * D κ l * alpha k

/-- Gaunt direct matrix in the same basis and with the same sign convention: the current
`tr(α_k D)` of the density, weighted by `(μν|lκ)`, multiplies `α_k`. -/
def gauntDirect {ι : Type*} [Fintype ι] (g : ι → ι → ι → ι → ℂ) (D : ι → ι → Mat4)
    (μ ν : ι) : Mat4 :=
  ∑ κ, ∑ l, g μ ν l κ • ∑ k, trace (alpha k * D κ l) • alpha k

/-- Summing `σ_k M σ_k` over the three directions gives `2 tr(M) 1 - M`. -/
theorem pauli_sandwich (M : Mat2) :
    ∑ k, pauli k * M * pauli k = exchangeMap M := by
  have h : ∀ z : ℂ, Complex.I * z * Complex.I = -z := fun z => by
    linear_combination z * Complex.I_sq
  ext i j
  -- expand the products into entries before inserting the Pauli matrices
  simp only [Fin.sum_univ_three, Matrix.add_apply, Matrix.mul_apply, Fin.sum_univ_two]
  fin_cases i <;> fin_cases j <;>
    simp [pauli, exchangeMap, trace_fin_two, h] <;> ring

/-- Summing `tr(σ_k N) σ_k` over the three directions gives `2 N - tr(N) 1`. -/
theorem pauli_completeness (N : Mat2) :
    ∑ k, trace (pauli k * N) • pauli k = directMap N := by
  have h : ∀ z : ℂ, Complex.I * z * Complex.I = -z := fun z => by
    linear_combination z * Complex.I_sq
  ext i j
  fin_cases i <;> fin_cases j <;>
    simp [pauli, directMap, Matrix.mul_apply, Fin.sum_univ_three, Fin.sum_univ_two,
      trace_fin_two, add_mul, h] <;> ring

/-- The LL, LS, SL and SS blocks of `∑ α_k D α_k` are `f(D_SS)`, `f(D_SL)`, `f(D_LS)` and
`f(D_LL)`, with `f(M) = 2 tr(M) 1 - M`. -/
theorem exchange_blocks (D : Mat4) :
    ∑ k, alpha k * D * alpha k =
      fromBlocks (exchangeMap D.toBlocks₂₂) (exchangeMap D.toBlocks₂₁)
        (exchangeMap D.toBlocks₁₂) (exchangeMap D.toBlocks₁₁) := by
  -- each α exchanges large and small components on its side of D
  have h : ∀ k, alpha k * D * alpha k =
      fromBlocks (pauli k * D.toBlocks₂₂ * pauli k) (pauli k * D.toBlocks₂₁ * pauli k)
        (pauli k * D.toBlocks₁₂ * pauli k) (pauli k * D.toBlocks₁₁ * pauli k) := by
    intro k
    conv_lhs => rw [← fromBlocks_toBlocks D]
    simp only [alpha, fromBlocks_multiply, Matrix.zero_mul, Matrix.mul_zero, zero_add, add_zero]
  simp only [h, ← pauli_sandwich, Fin.sum_univ_three, fromBlocks_add]

/-- The direct current `tr(α_k D)` equals `tr(σ_k (D_LS + D_SL))`. -/
theorem direct_current (k : Fin 3) (D : Mat4) :
    trace (alpha k * D) = trace (pauli k * (D.toBlocks₁₂ + D.toBlocks₂₁)) := by
  -- the trace of a block matrix is the sum of the traces of its diagonal blocks
  have ht : ∀ A B C E : Mat2, trace (fromBlocks A B C E) = trace A + trace E := by
    intro A B C E
    simp [Matrix.trace, Fintype.sum_sum_type]
  conv_lhs => rw [← fromBlocks_toBlocks D]
  rw [alpha, fromBlocks_multiply, ht, Matrix.mul_add]
  simp only [Matrix.zero_mul, zero_add, add_zero, trace_add]
  exact add_comm _ _

/-- In a finite scalar basis, each spin block of the Gaunt exchange matrix is the contraction of
the two-electron integrals with `f` of the density block in which L and S are interchanged. -/
theorem gauntExchange_eq {ι : Type*} [Fintype ι] (g : ι → ι → ι → ι → ℂ)
    (D : ι → ι → Mat4) (μ ν : ι) :
    gauntExchange g D μ ν = fromBlocks
      (∑ κ, ∑ l, g μ κ l ν • exchangeMap (D κ l).toBlocks₂₂)
      (∑ κ, ∑ l, g μ κ l ν • exchangeMap (D κ l).toBlocks₂₁)
      (∑ κ, ∑ l, g μ κ l ν • exchangeMap (D κ l).toBlocks₁₂)
      (∑ κ, ∑ l, g μ κ l ν • exchangeMap (D κ l).toBlocks₁₁) := by
  simp only [gauntExchange, exchange_blocks]
  ext (i | i) (j | j) <;> simp [Matrix.sum_apply]

/-- The Gaunt direct matrix has vanishing LL and SS blocks, and its LS and SL blocks both equal
the contraction of the integrals with `2 N - tr(N) 1`, where `N = D_LS + D_SL`. -/
theorem gauntDirect_eq {ι : Type*} [Fintype ι] (g : ι → ι → ι → ι → ℂ)
    (D : ι → ι → Mat4) (μ ν : ι) :
    gauntDirect g D μ ν = fromBlocks 0
      (∑ κ, ∑ l, g μ ν l κ • directMap ((D κ l).toBlocks₁₂ + (D κ l).toBlocks₂₁))
      (∑ κ, ∑ l, g μ ν l κ • directMap ((D κ l).toBlocks₁₂ + (D κ l).toBlocks₂₁)) 0 := by
  -- the spin sum for a single pair of basis functions
  have h : ∀ A : Mat4, ∑ k, trace (alpha k * A) • alpha k =
      fromBlocks 0 (directMap (A.toBlocks₁₂ + A.toBlocks₂₁))
        (directMap (A.toBlocks₁₂ + A.toBlocks₂₁)) 0 := by
    intro A
    simp only [direct_current, ← pauli_completeness]
    simp only [alpha, Fin.sum_univ_three, fromBlocks_smul, fromBlocks_add, smul_zero, add_zero]
  simp only [gauntDirect, h]
  ext (i | i) (j | j) <;> simp [Matrix.sum_apply]

/-- For a rank-one density `D = u wᵀ`, the exchange contraction `tr(D ∑ α_k D α_k)` equals the
direct contraction `∑ tr(α_k D)²`. -/
theorem self_interaction_cancels (u w : Fin 2 ⊕ Fin 2 → ℂ) :
    trace (vecMulVec u w * ∑ k, alpha k * vecMulVec u w * alpha k) =
      ∑ k, trace (alpha k * vecMulVec u w) ^ 2 := by
  rw [Finset.mul_sum, trace_sum]
  refine Finset.sum_congr rfl fun k _ => ?_
  -- cyclicity collects the trace into the square of α_k D
  have h : trace (vecMulVec u w * (alpha k * vecMulVec u w * alpha k)) =
      trace ((alpha k * vecMulVec u w) * (alpha k * vecMulVec u w)) := by
    rw [← Matrix.mul_assoc, trace_mul_comm, ← Matrix.mul_assoc]
  rw [h, mul_vecMulVec, vecMulVec_mul_vecMulVec, trace_vecMulVec, trace_vecMulVec,
    dotProduct_smul, smul_eq_mul, dotProduct_comm w, sq]

end

end GauntGaussianBasis
```

```lean
#print axioms GauntGaussianBasis.gauntExchange_eq
-- 'GauntGaussianBasis.gauntExchange_eq' depends on axioms: [propext, Classical.choice, Quot.sound]
#print axioms GauntGaussianBasis.gauntDirect_eq
-- 'GauntGaussianBasis.gauntDirect_eq' depends on axioms: [propext, Classical.choice, Quot.sound]
#print axioms GauntGaussianBasis.self_interaction_cancels
-- 'GauntGaussianBasis.self_interaction_cancels' depends on axioms: [propext, Classical.choice, Quot.sound]
```

### What the definitions and theorems say

A spinor index has type `Fin 2 ⊕ Fin 2`: the left summand is the spin of the large component, the right summand that of the small one. Hence `toBlocks₁₁`, `toBlocks₁₂`, `toBlocks₂₁` and `toBlocks₂₂` are the LL, LS, SL and SS blocks. The directions x, y, z are numbered 0, 1, 2, so `pauli 0` is σ_x and not the unit matrix that textbooks often call σ₀. The map f is `exchangeMap`, and 2N − tr(N) 1 is `directMap`.

`exchange_blocks` and `direct_current` are statements about a single 4 by 4 matrix. They hold for every complex `D`, with no assumption of Hermiticity, idempotency or time-reversal symmetry.

`gauntExchange_eq` and `gauntDirect_eq` carry the formulas to a finite basis indexed by `ι`. The density is a function `D` that gives a 4 by 4 matrix for each pair of basis functions, and `g μ κ l ν` stands for (μκ|lν). The array `g` is arbitrary: no Gaussian is integrated and no permutation symmetry is assumed, so the theorems concern the assembly of the matrices and not the values of the integrals. The minus sign of the interaction is left out of both definitions. A program therefore subtracts `gauntDirect` from the Fock matrix and adds `gauntExchange` to it, since exchange brings a second minus sign of its own.

`self_interaction_cancels` concerns one rank-one 4 by 4 matrix, `vecMulVec u w`, which is u wᵀ without complex conjugation. It contains no integrals, so it describes a spinor built on a single basis function, up to the common integral factor.

For four-component Dirac–Hartree–Fock calculations in a finite scalar basis, these statements settle which density block enters which Fock block, and with what spin factor, for the Gaunt term alone; the gauge term of the full Breit interaction also contains products α_i D α_j with i ≠ j, so its spin factors are different.

The basis is shared by all four components. Separate scalar sets for L and S fit in if you take their union, set the unused density entries to zero, and keep only those entries of the resulting matrices that belong to the original sets. Kinetic balance with small-component functions of the form σ·p χ is not covered directly, because these functions mix spin. To apply the formulas there, first expand the density in scalar functions, then transform the resulting matrix back.

Because f is linear, you may also contract the integrals with the density blocks first and apply f once for each pair μ, ν.

### From Pauli entries to basis-set matrices

`pauli_sandwich` is the three-matrix sum above, done entry by entry. `ext i j` reduces the matrix equation to its entries, `fin_cases` goes through the four of them, and `simp` followed by `ring` inserts the Pauli matrices and compares the resulting polynomials. The auxiliary `h` says that i z i = −z, which is needed for the σ_y term. `pauli_completeness` treats the spin sum of the direct term in the same way.

In `exchange_blocks`, the matrix `D` is rewritten as the block matrix of its own four blocks. `fromBlocks_multiply` then carries out the two multiplications by α_k, and the zero blocks drop out. This gives the formula for α_k D α_k at each k, and `pauli_sandwich` sums it over the directions.

`direct_current` first proves, as `ht`, that the trace of a block matrix is the sum of the traces of its diagonal blocks. Block multiplication then leaves the SL and LS contributions in the opposite order from the statement, and `add_comm` exchanges them.

The proof of `gauntExchange_eq` substitutes `exchange_blocks` under the sums over κ and l. It then compares entries in each of the four blocks, which shows that the weighted sum can be taken block by block. `gauntDirect_eq` first combines `direct_current` with `pauli_completeness` to obtain the direct spin sum for one matrix, and then passes to the basis in the same manner.

For `self_interaction_cancels`, the sum over k is taken outside the trace and the terms are compared one by one. `trace_mul_comm` supplies the cyclicity that turns tr(D α_k D α_k) into tr((α_k D)²). The lemmas on `vecMulVec` then write α_k D as (α_k u) wᵀ and reduce both sides to the square of the same scalar product.
